# For Hermitian $H$, the order-$K$ Taylor error of $e^{-iHt}$ is at most $(\|H\||t|)^{K+1}/(K+1)!$

Take a single level of energy $E$, with $\hbar=1$ and $t\ge 0$. Replacing its phase $e^{-iEt}$ by $1$ leaves the error

$$e^{-iEt}-1=-iE\int_0^t e^{-iEs}\,ds .$$

The integrand has modulus one, so the error is at most $|E|t$. Keeping the linear term as well gives

$$e^{-iEt}-(1-iEt)=-iE\int_0^t\left(e^{-iEs}-1\right)ds ,$$

and inserting the previous bound gives at most $E^2t^2/2$. Each further term costs one more integration, which supplies the next power and the next factorial.

The same argument works for a Hermitian matrix $H$, with unitarity in place of $|e^{-iEs}|=1$. Here $\|\cdot\|$ is the operator norm induced by the Euclidean norm, selected by `Matrix.Norms.L2Operator`. A bound in this norm limits the error of the evolved vector for every normalised initial state.

```lean
import Mathlib

open Matrix
open scoped Matrix.Norms.L2Operator

namespace TruncatedTaylor

noncomputable section
```

## The Taylor sum and its derivative

Write $S_N(Y)=\sum_{k<N}Y^k/k!$ for the first $N$ terms of the exponential series. Truncation at order $K$ keeps $K+1$ terms, so it is $S_{K+1}$, or `taylorSum (K + 1)`.

```lean
/-- The sum of the first `N` terms of the exponential series, `∑ Y^k / k!` over `k < N`. -/
def taylorSum {A : Type*} [Ring A] [Algebra ℂ A] (N : ℕ) (Y : A) : A :=
  ∑ k ∈ Finset.range N, ((k.factorial : ℂ)⁻¹) • Y ^ k
```

Along the line $zX$, with $X$ fixed and $z$ complex, differentiation lowers each power by one:

$$\frac{d}{dz}S_{N+1}(zX)=\sum_{k=1}^{N}\frac{z^{k-1}X^k}{(k-1)!}=X\,S_N(zX).$$

The proof is an induction on $N$ that differentiates the newest term and adds it to the rest.

```lean
/-- The Taylor sum with one more term has derivative `X` times the Taylor sum,
along the line `z X`. -/
theorem hasDerivAt_taylorSum {A : Type*} [NormedRing A] [NormedAlgebra ℂ A]
    (X : A) (N : ℕ) (z : ℂ) :
    HasDerivAt (fun w : ℂ => taylorSum (N + 1) (w • X)) (X * taylorSum N (z • X)) z := by
  induction N with
  | zero =>
    have e : (fun w : ℂ => taylorSum (0 + 1) (w • X)) = fun _ => (1 : A) := by
      funext w
      simp [taylorSum]
    rw [e]
    exact (hasDerivAt_const z (1 : A)).congr_deriv (by simp [taylorSum])
  | succ N ih =>
    have hN : (N.factorial : ℂ) ≠ 0 := by exact_mod_cast N.factorial_ne_zero
    have hN1 : (N : ℂ) + 1 ≠ 0 := Nat.cast_add_one_ne_zero N
    -- the newest term is a scalar monomial times a fixed power of `X`
    have h := ((hasDerivAt_pow (N + 1) z).const_mul
      (((N + 1).factorial : ℂ)⁻¹)).smul_const (X ^ (N + 1))
    have e : (fun w : ℂ => taylorSum (N + 1 + 1) (w • X)) = fun w : ℂ =>
        taylorSum (N + 1) (w • X) + (((N + 1).factorial : ℂ)⁻¹ * w ^ (N + 1)) • X ^ (N + 1) := by
      funext w
      rw [← smul_smul, ← smul_pow]
      exact Finset.sum_range_succ _ _
    rw [e]
    refine (ih.fun_add h).congr_deriv ?_
    have e2 : taylorSum (N + 1) (z • X)
        = taylorSum N (z • X) + ((N.factorial : ℂ)⁻¹) • (z • X) ^ N :=
      Finset.sum_range_succ _ _
    rw [e2, mul_add, smul_pow, smul_smul, mul_smul_comm, ← pow_succ']
    congr 2
    rw [Nat.add_sub_cancel, Nat.factorial_succ]
    push_cast
    field_simp
```

## One integration per order

Let $R_N(s)=e^{sX}-S_N(sX)$ be the remainder. Since $e^{sX}$ has derivative $Xe^{sX}$,

$$R_{N+1}'(s)=X\,R_N(s),\qquad R_{N+1}(0)=0 .$$

Suppose that $\|e^{sX}\|\le 1$ for all $s\ge 0$. Then $\|R_0(s)\|\le 1$, because $S_0=0$. If $\|R_N(s)\|\le(\|X\|s)^N/N!$, then for $t\ge0$

$$\|R_{N+1}(t)\|\le\int_0^t\|X\|\frac{(\|X\|s)^N}{N!}\,ds=\frac{(\|X\|t)^{N+1}}{(N+1)!}.$$

In Lean, `hder` is the equation for the remainder and `hB` differentiates the proposed bound. A mean-value inequality compares the two derivatives, which replaces the explicit integral. The lemma holds in any complex Banach algebra; the contraction hypothesis `hX` is where the physics will enter.

```lean
/-- If `exp(sX)` is a contraction for all times `s ≥ 0`, then the first `N` Taylor terms
reproduce `exp(tX)` at `t ≥ 0` up to an error `(‖X‖ t)^N / N!`. -/
theorem taylor_error_of_contraction {A : Type*} [NormedRing A] [NormedAlgebra ℂ A]
    [CompleteSpace A] (X : A)
    (hX : ∀ s : ℝ, 0 ≤ s → ‖NormedSpace.exp ((s : ℂ) • X)‖ ≤ 1) (N : ℕ) :
    ∀ t : ℝ, 0 ≤ t → ‖NormedSpace.exp ((t : ℂ) • X) - taylorSum N ((t : ℂ) • X)‖
      ≤ (‖X‖ * t) ^ N / N.factorial := by
  induction N with
  | zero =>
    intro t ht
    simpa [taylorSum] using hX t ht
  | succ N ih =>
    intro t ht
    -- the remainder obeys `R_{N+1}' = X R_N`
    have hder : ∀ s : ℝ, HasDerivAt
        (fun u : ℝ => NormedSpace.exp ((u : ℂ) • X) - taylorSum (N + 1) ((u : ℂ) • X))
        (X * (NormedSpace.exp ((s : ℂ) • X) - taylorSum N ((s : ℂ) • X))) s := by
      intro s
      have h1 : HasDerivAt (fun y : ℝ => (y : ℂ)) 1 s := by
        simpa using (hasDerivAt_id' s).ofReal_comp
      have h2 := (hasDerivAt_exp_smul_const' X (s : ℂ)).fun_sub
        (hasDerivAt_taylorSum X N (s : ℂ))
      have h3 := HasDerivAt.scomp (x := s) h2 h1
      exact h3.congr_deriv (by rw [one_smul, mul_sub])
    have hB : ∀ s : ℝ, HasDerivAt
        (fun u : ℝ => (‖X‖ * u) ^ (N + 1) / ((N + 1).factorial : ℝ))
        (‖X‖ * ((‖X‖ * s) ^ N / N.factorial)) s := by
      intro s
      have hN : (N.factorial : ℝ) ≠ 0 := by exact_mod_cast N.factorial_ne_zero
      have hN1 : (N : ℝ) + 1 ≠ 0 := Nat.cast_add_one_ne_zero N
      refine ((((hasDerivAt_id' s).const_mul ‖X‖).fun_pow (N + 1)).div_const _).congr_deriv ?_
      rw [Nat.add_sub_cancel, Nat.factorial_succ]
      push_cast
      field_simp
    -- integrate the bound on the derivative from `0` to `t`
    refine image_norm_le_of_norm_deriv_right_le_deriv_boundary (a := 0) (b := t)
      (fun s _ => (hder s).continuousAt.continuousWithinAt)
      (fun s _ => (hder s).hasDerivWithinAt) ?_ hB ?_ ⟨ht, le_rfl⟩
    · simp [taylorSum, Finset.sum_range_succ']
    · intro s hs
      exact (norm_mul_le _ _).trans (mul_le_mul_of_nonneg_left (ih s hs.1) (norm_nonneg X))
```

## Hermiticity makes the evolution a contraction

The Hamiltonian is a time-independent complex matrix of finite size, with rows and columns labelled by `n`. The exponent is $-iHt$ with real $t$ of either sign.

```lean
variable {n : Type*} [Fintype n] [DecidableEq n]

/-- The exponent `-iHt` of the time evolution. -/
def exponent (H : Matrix n n ℂ) (t : ℝ) : Matrix n n ℂ := (-(Complex.I * t)) • H
```

The propagator $U(t)=e^{-iHt}$ is its matrix exponential.

```lean
/-- The propagator `exp(-iHt)`. -/
def propagator (H : Matrix n n ℂ) (t : ℝ) : Matrix n n ℂ := NormedSpace.exp (exponent H t)
```

If $H^\dagger=H$, then $(-iHt)^\dagger=iHt$. The two exponents commute, so

$$U(t)^\dagger U(t)=e^{iHt}e^{-iHt}=e^0=1 .$$

```lean
/-- The propagator of a Hermitian Hamiltonian is unitary. -/
theorem propagator_unitary {H : Matrix n n ℂ} (hH : H.IsHermitian) (t : ℝ) :
    propagator H t ∈ Matrix.unitaryGroup n ℂ := by
  have hA : (exponent H t)ᴴ = -exponent H t := by
    unfold exponent
    rw [conjTranspose_smul, hH.eq, ← neg_smul]
    congr 1
    simp
  have hc : Commute (-exponent H t) (exponent H t) := (Commute.refl (exponent H t)).neg_left
  rw [mem_unitaryGroup_iff', star_eq_conjTranspose, propagator, ← Matrix.exp_conjTranspose, hA,
    ← Matrix.exp_add_of_commute _ _ hc, neg_add_cancel, NormedSpace.exp_zero]
```

The operator norm satisfies $\|A^\dagger A\|=\|A\|^2$. With $A=1$ this gives $\|1\|=\|1\|^2$, hence $\|1\|\le1$. For unitary $U$ it gives $\|U\|^2=\|1\|\le1$.

```lean
/-- A unitary matrix has operator norm at most one. -/
theorem norm_unitary_le_one {U : Matrix n n ℂ} (hU : U ∈ Matrix.unitaryGroup n ℂ) :
    ‖U‖ ≤ 1 := by
  have h1 := CStarRing.norm_star_mul_self (x := (1 : Matrix n n ℂ))
  have h2 := CStarRing.norm_star_mul_self (x := U)
  rw [star_one, one_mul] at h1
  rw [mem_unitaryGroup_iff'.mp hU] at h2
  have h3 : ‖(1 : Matrix n n ℂ)‖ ≤ 1 := by
    by_contra h
    nlinarith [not_le.mp h]
  nlinarith [norm_nonneg U]
```

## The error at order $K$

For $t\ge0$, take $X=-iH$ and $N=K+1$ in the remainder bound. For $t\le0$, take $X=iH$ and run for the time $-t$. In both cases $\|X\|=\|H\|$, and therefore

$$\|e^{-iHt}-S_{K+1}(-iHt)\|\le\frac{(\|H\||t|)^{K+1}}{(K+1)!}.$$

The two branches of the proof are these two signs; each `e` identifies $sX$ with the exponent at time $s$ or $-s$.

```lean
/-- Truncated Taylor simulation: for Hermitian `H`, the Taylor sum of `exp(-iHt)` through
order `K` has operator-norm error at most `(‖H‖ |t|)^(K+1) / (K+1)!`. -/
theorem truncated_taylor_error {H : Matrix n n ℂ} (hH : H.IsHermitian) (t : ℝ) (K : ℕ) :
    ‖propagator H t - taylorSum (K + 1) (exponent H t)‖
      ≤ (‖H‖ * |t|) ^ (K + 1) / (K + 1).factorial := by
  have : CompleteSpace (Matrix n n ℂ) := FiniteDimensional.complete ℂ _
  rcases le_total 0 t with ht | ht
  · -- forward evolution, generated by `-iH`
    have e : ∀ s : ℝ, (s : ℂ) • ((-Complex.I) • H) = exponent H s := by
      intro s
      rw [exponent, smul_smul]
      congr 1
      ring
    have h := taylor_error_of_contraction ((-Complex.I) • H)
      (fun s _ => by rw [e]; exact norm_unitary_le_one (propagator_unitary hH s)) (K + 1) t ht
    rw [e, norm_smul, norm_neg, Complex.norm_I, one_mul] at h
    rw [abs_of_nonneg ht]
    exact h
  · -- backward evolution, generated by `iH`
    have e : ∀ s : ℝ, (s : ℂ) • (Complex.I • H) = exponent H (-s) := by
      intro s
      rw [exponent, smul_smul]
      congr 1
      push_cast
      ring
    have h := taylor_error_of_contraction (Complex.I • H)
      (fun s _ => by rw [e]; exact norm_unitary_le_one (propagator_unitary hH (-s)))
      (K + 1) (-t) (neg_nonneg.mpr ht)
    rw [e, neg_neg, norm_smul, Complex.norm_I, one_mul] at h
    rw [abs_of_nonpos ht]
    exact h
```

## Coefficients in place of the norm

Let $H=\sum_l\alpha_lU_l$ with unitary $U_l$, as for a qubit Hamiltonian written in Pauli strings. The triangle inequality gives

$$\|H\|\le\sum_l|\alpha_l|\,\|U_l\|\le\lambda,\qquad \lambda=\sum_l|\alpha_l| ,$$

so $\lambda$ may replace $\|H\|$ in the bound. The coefficients may be complex, and Hermiticity of the whole sum is the hypothesis `hH`. Real coefficients on Pauli strings satisfy it.

```lean
/-- For a Hermitian linear combination of unitaries `∑ α_l U_l`, the Taylor error through order
`K` is at most `(λ |t|)^(K+1) / (K+1)!` with `λ = ∑ |α_l|`. -/
theorem lcu_taylor_error {L : Type*} [Fintype L] (α : L → ℂ) (U : L → Matrix n n ℂ)
    (hU : ∀ l, U l ∈ Matrix.unitaryGroup n ℂ) (hH : (∑ l, α l • U l).IsHermitian)
    (t : ℝ) (K : ℕ) :
    ‖propagator (∑ l, α l • U l) t - taylorSum (K + 1) (exponent (∑ l, α l • U l) t)‖
      ≤ ((∑ l, ‖α l‖) * |t|) ^ (K + 1) / (K + 1).factorial := by
  have hn : ‖∑ l, α l • U l‖ ≤ ∑ l, ‖α l‖ := by
    refine (norm_sum_le _ _).trans (Finset.sum_le_sum fun l _ => ?_)
    rw [norm_smul]
    exact mul_le_of_le_one_right (norm_nonneg _) (norm_unitary_le_one (hU l))
  refine (truncated_taylor_error hH t K).trans ?_
  gcongr
```

## Errors over many segments

Suppose that $U$ is unitary and $\|U-V\|\le\varepsilon$. Then $\|V\|\le1+\varepsilon$, although $V$ need not be unitary. Split off one factor:

$$U^{r+1}-V^{r+1}=(U^r-V^r)V+U^r(U-V).$$

If the error after $r$ factors is at most $(1+\varepsilon)^r-1$, the next is at most

$$\left[(1+\varepsilon)^r-1\right](1+\varepsilon)+\varepsilon=(1+\varepsilon)^{r+1}-1 .$$

```lean
/-- If `V` approximates a unitary `U` within `ε`, then `V^r` approximates `U^r` within
`(1 + ε)^r - 1`. -/
theorem power_error {U V : Matrix n n ℂ} (hU : U ∈ Matrix.unitaryGroup n ℂ) {ε : ℝ}
    (h : ‖U - V‖ ≤ ε) (r : ℕ) : ‖U ^ r - V ^ r‖ ≤ (1 + ε) ^ r - 1 := by
  have hV : ‖V‖ ≤ 1 + ε := by
    have h1 := norm_sub_le U (U - V)
    rw [sub_sub_cancel] at h1
    linarith [norm_unitary_le_one hU]
  induction r with
  | zero => simp
  | succ r ih =>
    -- exchange one factor at a time
    have e : U ^ (r + 1) - V ^ (r + 1) = (U ^ r - V ^ r) * V + U ^ r * (U - V) := by
      rw [pow_succ, pow_succ]
      noncomm_ring
    have hp : ‖U ^ r‖ ≤ 1 := norm_unitary_le_one (pow_mem hU r)
    calc ‖U ^ (r + 1) - V ^ (r + 1)‖
        ≤ ‖U ^ r - V ^ r‖ * ‖V‖ + ‖U ^ r‖ * ‖U - V‖ := by
          rw [e]
          exact (norm_add_le _ _).trans (add_le_add (norm_mul_le _ _) (norm_mul_le _ _))
      _ ≤ ((1 + ε) ^ r - 1) * (1 + ε) + 1 * ε :=
          add_le_add (mul_le_mul ih hV (norm_nonneg _) ((norm_nonneg _).trans ih))
            (mul_le_mul hp h (norm_nonneg _) zero_le_one)
      _ = (1 + ε) ^ (r + 1) - 1 := by ring
```

For $r>0$ equal segments, $e^{-iHt}=\left(e^{-iHt/r}\right)^r$. Take $U=e^{-iHt/r}$ and $V=S_{K+1}(-iHt/r)$. The order-$K$ bound supplies

$$\varepsilon=\frac{(\|H\||t/r|)^{K+1}}{(K+1)!},$$

and the total error is at most $(1+\varepsilon)^r-1$.

```lean
/-- For Hermitian `H` and evolution cut into `r > 0` equal segments, each replaced by its Taylor
sum through order `K`, the total error is at most `(1 + ε)^r - 1`, where
`ε = (‖H‖ |t/r|)^(K+1) / (K+1)!`. -/
theorem segmented_taylor_error {H : Matrix n n ℂ} (hH : H.IsHermitian) (t : ℝ) (K : ℕ)
    {r : ℕ} (hr : 0 < r) :
    ‖propagator H t - taylorSum (K + 1) (exponent H (t / r)) ^ r‖
      ≤ (1 + (‖H‖ * |t / r|) ^ (K + 1) / (K + 1).factorial) ^ r - 1 := by
  have hr' : (r : ℂ) ≠ 0 := by exact_mod_cast hr.ne'
  -- the exact segments compose to the full evolution
  have e : propagator H t = propagator H (t / r) ^ r := by
    rw [propagator, propagator, ← Matrix.exp_nsmul]
    congr 1
    rw [exponent, exponent, ← Nat.cast_smul_eq_nsmul ℂ, smul_smul]
    congr 1
    push_cast
    field_simp
  rw [e]
  exact power_error (propagator_unitary hH _) (truncated_taylor_error hH _ K) r

end

end TruncatedTaylor
```

```lean
#print axioms TruncatedTaylor.lcu_taylor_error
-- 'TruncatedTaylor.lcu_taylor_error' depends on axioms: [propext, Classical.choice, Quot.sound]
#print axioms TruncatedTaylor.segmented_taylor_error
-- 'TruncatedTaylor.segmented_taylor_error' depends on axioms: [propext, Classical.choice, Quot.sound]
```

## One qubit in numbers

Let $H=\tfrac35\sigma_x+\tfrac45\sigma_z$, with Pauli matrices $\sigma_x,\sigma_z$. Then $H^2=1$, the eigenvalues are $\pm1$, and $\|H\|=1$. For $t=\tfrac12$ and $K=2$ the bound is

$$\frac{(1/2)^3}{3!}=\frac1{48}\approx0.0208 .$$

On the eigenvalue $+1$ the Taylor sum is $0.875-0.5i$, while $e^{-i/2}\approx0.8776-0.4794i$. They differ by about $0.0207$ in modulus, and the eigenvalue $-1$ gives the complex conjugate. The coefficient sum is $\lambda=1.4$, which gives the looser bound $0.7^3/6\approx0.0572$.

For $t=1$ in two such segments, the norm-based bound is $(1+1/48)^2-1\approx0.0421$; the actual error is about $0.0416$.

## Choosing the order in a simulation

A classical code can apply one segment of length $\tau=t/r$ to a state $v$ without forming the exponential. It sets $w_0=v$, computes $w_k=(-i\tau/k)Hw_{k-1}$ for $k=1,\dots,K$, and adds $w_0,\dots,w_K$. For a target error $\delta$, one fixes $r$ and raises $K$ until $(1+\varepsilon)^r-1\le\delta$. Floating-point rounding comes on top of this.

In quantum simulation of an electronic Hamiltonian in a finite basis, the truncated series expands into products of the $U_l$, which is again a linear combination of unitaries. The bounds control the truncation error of this finite, time-independent model; circuit construction, success probability, gate errors and the error of the basis itself need separate estimates.
